# Diagonal D, Q, G, T1 and T2 inequalities characterise the first and pair occupation moments of three orbitals

Take reals \(p_i\) and symmetric reals \(p_{ij}=p_{ji}\) (\(i\neq j\)) on the orbitals \(0,1,2\). They are the averages \(\langle n_i\rangle\) and \(\langle n_in_j\rangle\) of occupation numbers \(n_i\in\{0,1\}\) under some probability distribution, with particle number left free, exactly when for all distinct \(i,j,k\)
\[
\begin{aligned}
&\text{D: } p_{ij}\ge 0,\qquad \text{Q: } 1-p_i-p_j+p_{ij}\ge 0,\qquad \text{G: } p_i-p_{ij}\ge 0,\\
&\text{T1: } 1-p_i-p_j-p_k+p_{ij}+p_{ik}+p_{jk}\ge 0,\\
&\text{T2: } p_k+p_{ij}-p_{ik}-p_{jk}\ge 0 .
\end{aligned}
\]
Symmetry leaves \(3+3+6+1+3=16\) distinct inequalities.

## Diagonal elements of reduced density matrices

For fermions in spin orbitals with annihilation operators \(a_i\), \(p_i=\langle a_i^\dagger a_i\rangle\) and \(p_{ij}=\langle a_i^\dagger a_j^\dagger a_j a_i\rangle\) are diagonal elements of the one- and two-particle density matrices, the latter taken without a prefactor \(1/2\). The positivity conditions that carry these names in electronic structure require certain matrices to be positive semidefinite; the inequalities here say only that diagonal elements of those matrices are nonnegative, and no off-diagonal element enters. A density operator on Fock space supplies a distribution through its diagonal in the occupation basis; this link to operators is background and is not formalised.

## Nonnegative polynomials in the occupations

Let \(w(n)\ge 0\), \(\sum_n w(n)=1\), be weights on configurations \(n\), and \(\langle f\rangle=\sum_n w(n)f(n)\). If \(f\ge0\) on every configuration, then \(\langle f\rangle\ge0\). The choices \(n_in_j\), \((1-n_i)(1-n_j)\) and \(n_i(1-n_j)\) give D, Q and G. For three indices,
\[
(1-n_i)(1-n_j)(1-n_k)+n_in_jn_k=1-n_i-n_j-n_k+n_in_j+n_in_k+n_jn_k,
\]
\[
(1-n_i)(1-n_j)n_k+n_in_j(1-n_k)=n_k+n_in_j-n_in_k-n_jn_k .
\]
The cubic terms cancel, so the averages contain only \(p_i\) and \(p_{ij}\) and give T1 and T2. This argument works for any finite number of orbitals.

## The window for the triple moment

On three orbitals let \(t=\langle n_0n_1n_2\rangle\). Each weight is the average of an indicator; with \(w(n_0n_1n_2)\) labelled by the occupations,
\[
\begin{aligned}
w(111)&=t,\\
w(110)&=\langle n_0n_1(1-n_2)\rangle=p_{01}-t,\\
w(100)&=\langle n_0(1-n_1)(1-n_2)\rangle=p_0-p_{01}-p_{02}+t,\\
w(000)&=U-t,\qquad U=1-p_0-p_1-p_2+p_{01}+p_{02}+p_{12},
\end{aligned}
\]
and the other four follow by permuting orbitals. Conversely, for any \(t\) these expressions sum to one and reproduce the moments, for example \(w(111)+w(110)=p_{01}\). They are all nonnegative exactly when
\[
\max(0,L_0,L_1,L_2)\le t\le\min(p_{01},p_{02},p_{12},U),\qquad L_k=p_{ik}+p_{jk}-p_k,
\]
where \(i,j\) are the two orbitals other than \(k\).

Such a \(t\) exists when each lower bound lies below each upper bound. The comparisons \(0\le p_{ij}\) are D, and \(0\le U\) is T1. For each \(k\), \(L_k\le p_{ik}\) reads \(p_k-p_{jk}\ge0\) and \(L_k\le p_{jk}\) reads \(p_k-p_{ik}\ge0\), both G; \(L_k\le p_{ij}\) is T2; and \(L_k\le U\) reduces to \(1-p_i-p_j+p_{ij}\ge0\), which is Q. The sixteen comparisons are the sixteen inequalities, so the largest lower bound is an admissible \(t\).

## Two half-filled counterexamples

Set all \(p_i=\tfrac12\). With all \(p_{ij}=0\), the left sides of D and Q are \(0\), those of G and T2 are \(\tfrac12\), and \(U=-\tfrac12\) violates T1. With \(p_{01}=0\) and \(p_{02}=p_{12}=\tfrac12\), the left sides of D, Q and G are \(0\) or \(\tfrac12\) and \(U=\tfrac12\), but \(p_2+p_{01}-p_{02}-p_{12}=-\tfrac12\) violates T2. Neither three-index family therefore follows from D, Q, G and the other one.

## Ensembles and conditions in Lean

A configuration is a map `ι → Bool` on a finite orbital set `ι`, and `occ n i` is \(n_i\). `IsEnsemble w p P` says that `w` is nonnegative, normalised, and has moments `p i` and, for distinct orbitals, `P i j`; the entries `P i i` are unconstrained. `Representable p P` asks that such a `w` exist. `CondDQG`, `CondT1` and `CondT2` quantify over ordered distinct indices.

The main theorem `representable_iff` takes `ι` to be `Fin 3` and assumes `hP`, the symmetry of `P`, which expresses \(n_in_j=n_jn_i\). The sum runs over all eight configurations, so the statement concerns ensembles of variable particle number and not representability by an \(N\)-particle state. For a general finite `ι` only necessity is proved.

```lean
import Mathlib

open Finset

namespace ThreeOrbitalRepresentability

noncomputable section

variable {ι : Type*} [Fintype ι] [DecidableEq ι]

/-- Occupation number (0 or 1) of orbital `i` in the configuration `n`. -/
def occ (n : ι → Bool) (i : ι) : ℝ := if n i then 1 else 0

/-- `w` is a probability distribution on configurations with mean occupations `p i` and
pair occupations `P i j` for distinct orbitals. -/
structure IsEnsemble (w : (ι → Bool) → ℝ) (p : ι → ℝ) (P : ι → ι → ℝ) : Prop where
  nonneg : ∀ n, 0 ≤ w n
  total : ∑ n, w n = 1
  first : ∀ i, ∑ n, w n * occ n i = p i
  pair : ∀ i j, i ≠ j → ∑ n, w n * (occ n i * occ n j) = P i j

/-- `p` and `P` are the first and pair moments of some distribution on configurations. -/
def Representable (p : ι → ℝ) (P : ι → ι → ℝ) : Prop := ∃ w, IsEnsemble w p P

/-- The diagonal D, Q and G inequalities for every ordered pair of distinct orbitals. -/
def CondDQG (p : ι → ℝ) (P : ι → ι → ℝ) : Prop :=
  ∀ i j, i ≠ j → 0 ≤ P i j ∧ 0 ≤ 1 - p i - p j + P i j ∧ 0 ≤ p i - P i j

/-- The diagonal T1 inequality for every triple of distinct orbitals. -/
def CondT1 (p : ι → ℝ) (P : ι → ι → ℝ) : Prop :=
  ∀ i j k, i ≠ j → i ≠ k → j ≠ k → 0 ≤ 1 - p i - p j - p k + P i j + P i k + P j k

/-- The diagonal T2 inequalities `p_k + p_ij - p_ik - p_jk ≥ 0` for distinct orbitals. -/
def CondT2 (p : ι → ℝ) (P : ι → ι → ℝ) : Prop :=
  ∀ i j k, i ≠ j → i ≠ k → j ≠ k → 0 ≤ p k + P i j - P i k - P j k

/-- The ensemble average of a function that is nonnegative on every configuration is
nonnegative. -/
theorem IsEnsemble.mean_nonneg {w : (ι → Bool) → ℝ} {p : ι → ℝ} {P : ι → ι → ℝ}
    (h : IsEnsemble w p P) (f : (ι → Bool) → ℝ) (hf : ∀ n, 0 ≤ f n) :
    0 ≤ ∑ n, w n * f n :=
  Finset.sum_nonneg fun n _ => mul_nonneg (h.nonneg n) (hf n)

/-- For any finite set of orbitals, representable moments satisfy D, Q and G. -/
theorem Representable.condDQG {p : ι → ℝ} {P : ι → ι → ℝ} (hr : Representable p P) :
    CondDQG p P := by
  obtain ⟨w, h⟩ := hr
  intro i j hij
  have kD := h.mean_nonneg (fun n => occ n i * occ n j)
    (fun n => by simp only [occ]; cases n i <;> cases n j <;> norm_num)
  have kQ := h.mean_nonneg (fun n => 1 - occ n i - occ n j + occ n i * occ n j)
    (fun n => by simp only [occ]; cases n i <;> cases n j <;> norm_num)
  have kG := h.mean_nonneg (fun n => occ n i - occ n i * occ n j)
    (fun n => by simp only [occ]; cases n i <;> cases n j <;> norm_num)
  simp only [mul_sub, mul_add, mul_one, Finset.sum_add_distrib, Finset.sum_sub_distrib,
    h.total, h.first, h.pair i j hij] at kD kQ kG
  exact ⟨kD, kQ, kG⟩

/-- For any finite set of orbitals, representable moments satisfy T1. -/
theorem Representable.condT1 {p : ι → ℝ} {P : ι → ι → ℝ} (hr : Representable p P) :
    CondT1 p P := by
  obtain ⟨w, h⟩ := hr
  intro i j k hij hik hjk
  -- the polynomial equals (1 - n_i)(1 - n_j)(1 - n_k) + n_i n_j n_k
  have key := h.mean_nonneg (fun n => 1 - occ n i - occ n j - occ n k
      + occ n i * occ n j + occ n i * occ n k + occ n j * occ n k)
    (fun n => by simp only [occ]; cases n i <;> cases n j <;> cases n k <;> norm_num)
  simp only [mul_sub, mul_add, mul_one, Finset.sum_add_distrib, Finset.sum_sub_distrib,
    h.total, h.first, h.pair i j hij, h.pair i k hik, h.pair j k hjk] at key
  exact key

/-- For any finite set of orbitals, representable moments satisfy T2. -/
theorem Representable.condT2 {p : ι → ℝ} {P : ι → ι → ℝ} (hr : Representable p P) :
    CondT2 p P := by
  obtain ⟨w, h⟩ := hr
  intro i j k hij hik hjk
  -- the polynomial equals (1 - n_i)(1 - n_j) n_k + n_i n_j (1 - n_k)
  have key := h.mean_nonneg (fun n => occ n k
      + occ n i * occ n j - occ n i * occ n k - occ n j * occ n k)
    (fun n => by simp only [occ]; cases n i <;> cases n j <;> cases n k <;> norm_num)
  simp only [mul_sub, mul_add, Finset.sum_add_distrib, Finset.sum_sub_distrib,
    h.first, h.pair i j hij, h.pair i k hik, h.pair j k hjk] at key
  exact key

/-- A sum over the configurations of three orbitals, written out as its eight terms. -/
theorem sum_config (f : (Fin 3 → Bool) → ℝ) :
    ∑ n, f n = f ![true, true, true] + f ![true, true, false] + f ![true, false, true]
      + f ![true, false, false] + f ![false, true, true] + f ![false, true, false]
      + f ![false, false, true] + f ![false, false, false] := by
  let e : Bool × Bool × Bool ≃ (Fin 3 → Bool) :=
    ⟨fun x => ![x.1, x.2.1, x.2.2], fun n => (n 0, n 1, n 2),
      by rintro ⟨a, b, c⟩; rfl, by intro n; ext i; fin_cases i <;> rfl⟩
  rw [← Fintype.sum_equiv e (fun x => f ![x.1, x.2.1, x.2.2]) f (fun _ => rfl)]
  simp only [Fintype.sum_prod_type, Fintype.sum_bool]
  ring

/-- Inclusion-exclusion weights of the eight configurations in terms of the first moments,
the pair moments and a triple moment `t`. -/
def weight (p : Fin 3 → ℝ) (P : Fin 3 → Fin 3 → ℝ) (t : ℝ) (n : Fin 3 → Bool) : ℝ :=
  match n 0, n 1, n 2 with
  | true, true, true => t
  | true, true, false => P 0 1 - t
  | true, false, true => P 0 2 - t
  | false, true, true => P 1 2 - t
  | true, false, false => p 0 - P 0 1 - P 0 2 + t
  | false, true, false => p 1 - P 0 1 - P 1 2 + t
  | false, false, true => p 2 - P 0 2 - P 1 2 + t
  | false, false, false => 1 - p 0 - p 1 - p 2 + P 0 1 + P 0 2 + P 1 2 - t

/-- Four lower and four upper bounds on a number `t` in terms of first and pair moments. -/
def TripleWindow (p : Fin 3 → ℝ) (P : Fin 3 → Fin 3 → ℝ) (t : ℝ) : Prop :=
  0 ≤ t ∧ P 0 1 + P 0 2 - p 0 ≤ t ∧ P 0 1 + P 1 2 - p 1 ≤ t ∧ P 0 2 + P 1 2 - p 2 ≤ t ∧
    t ≤ P 0 1 ∧ t ≤ P 0 2 ∧ t ≤ P 1 2 ∧ t ≤ 1 - p 0 - p 1 - p 2 + P 0 1 + P 0 2 + P 1 2

/-- On three orbitals and for symmetric `P`, a distribution with moments `p`, `P` and triple
occupation `t` exists exactly when `t` obeys the four lower and four upper bounds. -/
theorem triple_moment_iff {p : Fin 3 → ℝ} {P : Fin 3 → Fin 3 → ℝ}
    (hP : ∀ i j, P i j = P j i) (t : ℝ) :
    (∃ w, IsEnsemble w p P ∧ ∑ n, w n * (occ n 0 * occ n 1 * occ n 2) = t) ↔
      TripleWindow p P t := by
  constructor
  · -- each bound is the nonnegativity of one weight
    rintro ⟨w, h, ht⟩
    have e := h.total
    have e0 := h.first 0
    have e1 := h.first 1
    have e2 := h.first 2
    have e01 := h.pair 0 1 (by decide)
    have e02 := h.pair 0 2 (by decide)
    have e12 := h.pair 1 2 (by decide)
    rw [sum_config] at e e0 e1 e2 e01 e02 e12 ht
    simp [occ] at e0 e1 e2 e01 e02 e12 ht
    refine ⟨?_, ?_, ?_, ?_, ?_, ?_, ?_, ?_⟩ <;>
      linarith [h.nonneg ![true, true, true], h.nonneg ![true, true, false],
        h.nonneg ![true, false, true], h.nonneg ![true, false, false],
        h.nonneg ![false, true, true], h.nonneg ![false, true, false],
        h.nonneg ![false, false, true], h.nonneg ![false, false, false]]
  · -- the inclusion-exclusion weights realise the moments
    rintro ⟨b0, b1, b2, b3, b4, b5, b6, b7⟩
    have s10 := hP 1 0
    have s20 := hP 2 0
    have s21 := hP 2 1
    refine ⟨weight p P t, ⟨?_, ?_, ?_, ?_⟩, ?_⟩
    · intro n
      cases h0 : n 0 <;> cases h1 : n 1 <;> cases h2 : n 2 <;>
        simp [weight, h0, h1, h2] <;> linarith
    · rw [sum_config]
      simp [weight]
      linarith
    · intro i
      rw [sum_config]
      fin_cases i <;> simp [weight, occ] <;> linarith
    · intro i j hij
      rw [sum_config]
      fin_cases i <;> fin_cases j <;>
        first
          | exact absurd rfl hij
          | (simp [weight, occ] <;> linarith)
    · rw [sum_config]
      simp [weight, occ]

/-- For symmetric `P`, under D, Q, G, T1 and T2 some number obeys all eight bounds of
`TripleWindow`. -/
theorem exists_tripleWindow {p : Fin 3 → ℝ} {P : Fin 3 → Fin 3 → ℝ}
    (hP : ∀ i j, P i j = P j i) (h : CondDQG p P) (h1 : CondT1 p P) (h2 : CondT2 p P) :
    ∃ t, TripleWindow p P t := by
  obtain ⟨d01, q01, g01⟩ := h 0 1 (by decide)
  obtain ⟨d02, q02, g02⟩ := h 0 2 (by decide)
  obtain ⟨d12, q12, g12⟩ := h 1 2 (by decide)
  have g10 := (h 1 0 (by decide)).2.2
  have g20 := (h 2 0 (by decide)).2.2
  have g21 := (h 2 1 (by decide)).2.2
  have a := h1 0 1 2 (by decide) (by decide) (by decide)
  have c2 := h2 0 1 2 (by decide) (by decide) (by decide)
  have c1 := h2 0 2 1 (by decide) (by decide) (by decide)
  have c0 := h2 1 2 0 (by decide) (by decide) (by decide)
  have s10 := hP 1 0
  have s20 := hP 2 0
  have s21 := hP 2 1
  -- take the largest lower bound; sixteen comparisons with the upper bounds remain
  refine ⟨max (max 0 (P 0 1 + P 0 2 - p 0)) (max (P 0 1 + P 1 2 - p 1) (P 0 2 + P 1 2 - p 2)),
    le_max_of_le_left (le_max_left _ _), le_max_of_le_left (le_max_right _ _),
    le_max_of_le_right (le_max_left _ _), le_max_of_le_right (le_max_right _ _),
    ?_, ?_, ?_, ?_⟩ <;> refine max_le (max_le ?_ ?_) (max_le ?_ ?_) <;> linarith

/-- On three orbitals, `p` and a symmetric `P` are the first and pair moments of a probability
distribution on configurations exactly when D, Q, G, T1 and T2 hold. -/
theorem representable_iff {p : Fin 3 → ℝ} {P : Fin 3 → Fin 3 → ℝ}
    (hP : ∀ i j, P i j = P j i) :
    Representable p P ↔ CondDQG p P ∧ CondT1 p P ∧ CondT2 p P := by
  refine ⟨fun h => ⟨h.condDQG, h.condT1, h.condT2⟩, fun ⟨h, h1, h2⟩ => ?_⟩
  obtain ⟨t, ht⟩ := exists_tripleWindow hP h h1 h2
  obtain ⟨w, hw, -⟩ := (triple_moment_iff hP t).2 ht
  exact ⟨w, hw⟩

/-- Mean occupation one half on each of three orbitals. -/
def halfFilling : Fin 3 → ℝ := fun _ => 1 / 2

/-- Pair values one half for pairs that contain orbital 2 and zero otherwise. -/
def starPair (i j : Fin 3) : ℝ := if i = 2 ∨ j = 2 then 1 / 2 else 0

/-- Half filling with vanishing pair values satisfies D, Q, G and T2, violates T1 and is not
representable. -/
theorem condT1_needed :
    CondDQG halfFilling (fun _ _ => 0) ∧ CondT2 halfFilling (fun _ _ => 0) ∧
      ¬ CondT1 halfFilling (fun _ _ => 0) ∧ ¬ Representable halfFilling (fun _ _ => 0) := by
  have hn : ¬ CondT1 halfFilling (fun _ _ => 0) := by
    intro h
    have a := h 0 1 2 (by decide) (by decide) (by decide)
    norm_num [halfFilling] at a
  refine ⟨?_, ?_, hn, fun h => hn h.condT1⟩
  · intro i j _
    norm_num [halfFilling]
  · intro i j k _ _ _
    norm_num [halfFilling]

/-- Half filling with the pair values `starPair` satisfies D, Q, G and T1, violates T2 and is
not representable. -/
theorem condT2_needed :
    CondDQG halfFilling starPair ∧ CondT1 halfFilling starPair ∧
      ¬ CondT2 halfFilling starPair ∧ ¬ Representable halfFilling starPair := by
  have hn : ¬ CondT2 halfFilling starPair := by
    intro h
    have a := h 0 1 2 (by decide) (by decide) (by decide)
    have e01 : starPair 0 1 = 0 := by simp [starPair]
    have e02 : starPair 0 2 = 1 / 2 := by simp [starPair]
    have e12 : starPair 1 2 = 1 / 2 := by simp [starPair]
    have e2 : halfFilling 2 = 1 / 2 := rfl
    linarith
  refine ⟨?_, ?_, hn, fun h => hn h.condT2⟩
  · intro i j _
    unfold halfFilling starPair
    split_ifs <;> norm_num
  · intro i j k hij hik hjk
    fin_cases i <;> fin_cases j <;> fin_cases k <;>
      first
        | exact absurd rfl hij
        | exact absurd rfl hik
        | exact absurd rfl hjk
        | (simp [halfFilling, starPair]; norm_num)

end

end ThreeOrbitalRepresentability
```
```lean
#print axioms ThreeOrbitalRepresentability.triple_moment_iff
-- 'ThreeOrbitalRepresentability.triple_moment_iff' depends on axioms: [propext, Classical.choice, Quot.sound]
#print axioms ThreeOrbitalRepresentability.representable_iff
-- 'ThreeOrbitalRepresentability.representable_iff' depends on axioms: [propext, Classical.choice, Quot.sound]
#print axioms ThreeOrbitalRepresentability.condT1_needed
-- 'ThreeOrbitalRepresentability.condT1_needed' depends on axioms: [propext, Classical.choice, Quot.sound]
#print axioms ThreeOrbitalRepresentability.condT2_needed
-- 'ThreeOrbitalRepresentability.condT2_needed' depends on axioms: [propext, Classical.choice, Quot.sound]
```

## How the lemmas follow the argument

`IsEnsemble.mean_nonneg` is the rule \(f\ge0\Rightarrow\langle f\rangle\ge0\). The theorems `Representable.condDQG`, `Representable.condT1` and `Representable.condT2` apply it to the expanded polynomials. Pointwise nonnegativity is obtained by `cases` on the two or three occupations involved instead of by factorising, and `simp only` distributes the average and inserts the moments.

`sum_config` writes a sum over configurations of three orbitals as eight terms. In `triple_moment_iff`, the forward direction turns normalisation, the six moments and \(t\) into eight linear equations for the weights, and `linarith` combines them with nonnegativity of the weights to get the eight bounds collected in `TripleWindow`. The reverse direction takes `weight p P t`, the expressions above, as the distribution: each weight is nonnegative by one bound, and the moments are verified term by term, with `hP` handling pairs given in reverse order.

`exists_tripleWindow` instantiates the sixteen inequalities, chooses the nested `max` of the four lower bounds, and splits the upper bounds with `max_le` into the sixteen comparisons, each closed by `linarith`. `representable_iff` takes necessity from the general theorems and sufficiency from `exists_tripleWindow` and `triple_moment_iff`. Finally, `condT1_needed` and `condT2_needed` evaluate the examples `halfFilling` and `starPair`, and non-representability follows from necessity of the violated condition.
